# For an even number of Majorana operators, tr(H†H)/d is the sum of the squared moduli of the couplings

Take $g_0=\sigma_x$ and $g_1=\sigma_y$. Their ordered products are $1$, $\sigma_x$, $\sigma_y$ and $\sigma_x\sigma_y$, and a general combination is

$$H=J_\emptyset+J_{\{0\}}\sigma_x+J_{\{1\}}\sigma_y+J_{\{0,1\}}\sigma_x\sigma_y .$$

In $\mathrm{tr}(H^\dagger H)/2$ each product contributes its $|J_S|^2$, and the cross terms vanish. For the pair $1$ and $\sigma_x\sigma_y$, conjugation by $\sigma_x$ gives $\sigma_x(\sigma_x\sigma_y)\sigma_x=\sigma_y\sigma_x=-\sigma_x\sigma_y$. Conjugation leaves the trace unchanged, so the trace equals its own negative and is zero.

The Sachdev–Ye–Kitaev (SYK) model poses the same problem with more operators: $H$ is a sum of products of Majorana operators, and one wants the second moment of its spectrum without diagonalising it. Let $g_0,\dots,g_{2n-1}$ be Hermitian $d\times d$ matrices with $d>0$ and $g_ag_b+g_bg_a=2\delta_{ab}$. For each subset $S$ of the indices let $G_S$ be the product of the $g_a$ with $a\in S$, in increasing order, with $G_\emptyset=1$. Then, for arbitrary complex $J_S$,

$$H=\sum_S J_SG_S\quad\Longrightarrow\quad \frac{\mathrm{tr}(H^\dagger H)}{d}=\sum_S|J_S|^2 .$$

For a finite SYK Hamiltonian with one fixed set of couplings, this gives the second moment directly from the list of couplings. The average over random couplings is a further step that the hypotheses do not contain.

```lean
import Mathlib

open Matrix

namespace MajoranaStrings
```

## Fermionic statistics and the operators built from them

The structure `IsMajorana` holds the two physical conditions: `herm` says that each operator is its own adjoint, and `anti` states the anticommutation relation. The number `m` of operators is still free.

```lean
/-- A family of `m` Majorana operators on a `d`-dimensional space: Hermitian matrices with
`g_a g_b + g_b g_a = 2 δ_ab`. -/
structure IsMajorana {m d : ℕ} (g : Fin m → Matrix (Fin d) (Fin d) ℂ) : Prop where
  herm : ∀ a, (g a).IsHermitian
  anti : ∀ a b, g a * g b + g b * g a = (if a = b then (2 : ℂ) else 0) • 1
```

In `majoranaString`, an index outside $S$ contributes an identity factor, so every string is a product over the same ordered list of indices.

```lean
/-- The Majorana string `G_S`: the product of the `g_a` with `a` in `S`, in increasing order. -/
def majoranaString {m d : ℕ} (g : Fin m → Matrix (Fin d) (Fin d) ℂ) (S : Finset (Fin m)) :
    Matrix (Fin d) (Fin d) ℂ :=
  ((List.finRange m).map (fun a => if a ∈ S then g a else 1)).prod
```

The operator $H$ is `majoranaSum g J`, with a coupling for every subset. An SYK Hamiltonian with $q$-body terms has $J_S=0$ unless $|S|=q$. Here $n$ counts pairs of Majorana operators, while the SYK literature often writes $N$ for their total number, $N=2n$. If the operators are instead normalised to $\psi_a=g_a/\sqrt2$, the factor $2^{-q/2}$ of each $q$-body product has to be absorbed into $J_S$.

```lean
/-- The operator `H = ∑ J_S G_S`, summed over all subsets `S`, with complex couplings `J_S`. -/
def majoranaSum {m d : ℕ} (g : Fin m → Matrix (Fin d) (Fin d) ℂ) (J : Finset (Fin m) → ℂ) :
    Matrix (Fin d) (Fin d) ℂ :=
  ∑ S, J S • majoranaString g S
```

Setting $a=b$ in the anticommutation relation gives $2g_a^2=2$, hence $g_a^2=1$.

```lean
variable {m n d : ℕ}

/-- Every Majorana operator squares to the identity. -/
theorem IsMajorana.sq {g : Fin m → Matrix (Fin d) (Fin d) ℂ} (hg : IsMajorana g) (a : Fin m) :
    g a * g a = 1 := by
  have h := hg.anti a a
  rw [if_pos rfl] at h
  calc g a * g a = (1 / 2 : ℂ) • (g a * g a + g a * g a) := by module
    _ = 1 := by rw [h, smul_smul]; norm_num
```

For $a\neq b$ the relation reads $g_bg_a=-g_ag_b$. Moving $g_b$ through $G_S$ therefore costs one minus sign for each element of $S$ other than $b$:

$$g_bG_S=(-1)^{|S\setminus\{b\}|}\,G_Sg_b .$$

In `string_exchange`, `key` proves this by induction on the list of factors, with `h1` supplying the sign at one factor. The product of signs is then collected into a power, where `S.erase b` is $S\setminus\{b\}$.

```lean
/-- For Majorana operators, moving `g_b` through the string `G_S` gives one minus sign for each
element of `S` other than `b`. -/
theorem string_exchange {g : Fin m → Matrix (Fin d) (Fin d) ℂ} (hg : IsMajorana g)
    (S : Finset (Fin m)) (b : Fin m) :
    g b * majoranaString g S
      = (-1 : ℂ) ^ (S.erase b).card • (majoranaString g S * g b) := by
  have key : ∀ l : List (Fin m), g b * (l.map (fun a => if a ∈ S then g a else 1)).prod
      = (l.map (fun a => if a ∈ S.erase b then (-1 : ℂ) else 1)).prod •
        ((l.map (fun a => if a ∈ S then g a else 1)).prod * g b) := by
    intro l
    induction l with
    | nil => simp
    | cons a l ih =>
      -- the sign picked up at a single factor
      have h1 : g b * (if a ∈ S then g a else 1)
          = (if a ∈ S.erase b then (-1 : ℂ) else 1) • ((if a ∈ S then g a else 1) * g b) := by
        by_cases ha : a ∈ S
        · by_cases hab : a = b
          · subst hab
            simp [ha]
          · have h := hg.anti b a
            rw [if_neg (Ne.symm hab), zero_smul] at h
            rw [if_pos ha, if_pos (Finset.mem_erase.mpr ⟨hab, ha⟩), neg_one_smul]
            exact eq_neg_of_add_eq_zero_left h
        · simp [ha]
      simp only [List.map_cons, List.prod_cons]
      rw [← mul_assoc, h1, smul_mul_assoc, mul_assoc _ (g b), ih, mul_smul_comm, smul_smul,
        mul_assoc]
  have hs : ((List.finRange m).map (fun a => if a ∈ S.erase b then (-1 : ℂ) else 1)).prod
      = (-1) ^ (S.erase b).card := by
    rw [← Fin.prod_univ_def, Finset.prod_ite_mem, Finset.univ_inter, Finset.prod_const]
  rw [← hs]
  exact key _
```

Hermitian operators that square to one are not enough. With $g_0=g_1=\sigma_x$, both $G_\emptyset$ and $G_{\{0,1\}}$ are the identity, so $H=G_\emptyset-G_{\{0,1\}}$ vanishes although $\sum_S|J_S|^2=2$.

## Hermitian operators make unitary strings

Since $g_a^\dagger g_a=g_a^2=1$, each $g_a$ is unitary, and so is every product of them. Thus $G_S^\dagger G_S=1$ and $\mathrm{tr}(G_S^\dagger G_S)=d$. In `string_unitary`, `aux` shows that a product of two such matrices is again of this kind, and induction extends this to the whole list.

```lean
/-- Every Majorana string is unitary. -/
theorem string_unitary {g : Fin m → Matrix (Fin d) (Fin d) ℂ} (hg : IsMajorana g)
    (S : Finset (Fin m)) : (majoranaString g S)ᴴ * majoranaString g S = 1 := by
  have aux : ∀ x P : Matrix (Fin d) (Fin d) ℂ, xᴴ * x = 1 → Pᴴ * P = 1 →
      (x * P)ᴴ * (x * P) = 1 := by
    intro x P hx hP
    calc (x * P)ᴴ * (x * P) = Pᴴ * (xᴴ * x) * P := by
          simp only [Matrix.conjTranspose_mul, Matrix.mul_assoc]
      _ = 1 := by rw [hx, Matrix.mul_one, hP]
  unfold majoranaString
  induction List.finRange m with
  | nil => simp
  | cons a l ih =>
    simp only [List.map_cons, List.prod_cons]
    refine aux _ _ ?_ ih
    by_cases ha : a ∈ S
    · rw [if_pos ha, (hg.herm a).eq, hg.sq a]
    · simp [ha]
```

Without Hermiticity the normalisation can fail. The matrices $g_0=\begin{pmatrix}0&2\\1/2&0\end{pmatrix}$ and $g_1=\sigma_z$ satisfy the anticommutation relation, but $\mathrm{tr}(g_0^\dagger g_0)/2=17/8$.

## An even number of operators separates the strings

An even number of Majorana operators is what $n$ ordinary fermion modes provide, two per mode. The derivation uses it to find, for any $S\neq T$, an index $b$ whose exchange signs with $G_S$ and $G_T$ are opposite. Such a $b$ makes $|S\setminus\{b\}|+|T\setminus\{b\}|$ odd.

Suppose instead that this sum is even for every $b$. It equals $|S|+|T|$ minus the number of the two sets that contain $b$.

- If $|S|+|T|$ is even, every $b$ lies in both sets or in neither, so $S=T$, which was excluded.
- If $|S|+|T|$ is odd, every $b$ lies in exactly one set, so $T$ is the complement of $S$. Then $|S|+|T|=2n$ is even, a contradiction.

The theorem `exists_opposite_sign` follows these two cases. Its auxiliary statement `e` relates $|U\setminus\{b\}|$ to $|U|$, and `omega` settles the parity arithmetic.

```lean
/-- For two different subsets `S` and `T` of a set of `2n` indices, some index `b` makes
`|S \ {b}| + |T \ {b}|` odd. -/
theorem exists_opposite_sign {S T : Finset (Fin (2 * n))} (h : S ≠ T) :
    ∃ b, Odd ((S.erase b).card + (T.erase b).card) := by
  by_contra hcon
  have hev : ∀ b, Even ((S.erase b).card + (T.erase b).card) :=
    fun b => Nat.not_odd_iff_even.mp fun hb => hcon ⟨b, hb⟩
  have e : ∀ (U : Finset (Fin (2 * n))) b,
      (U.erase b).card + (if b ∈ U then 1 else 0) = U.card := by
    intro U b
    by_cases hb : b ∈ U
    · rw [if_pos hb]
      exact Finset.card_erase_add_one hb
    · simp [hb]
  rcases Nat.even_or_odd (S.card + T.card) with ⟨l, hl⟩ | ⟨l, hl⟩
  · -- |S| + |T| even: together with `hev` this forces S = T
    apply h
    ext b
    have h1 := e S b
    have h2 := e T b
    obtain ⟨k, hk⟩ := hev b
    by_cases hS : b ∈ S <;> by_cases hT : b ∈ T <;>
      simp only [hS, hT, if_true, if_false, iff_true, iff_false,
        not_true_eq_false] at h1 h2 ⊢ <;> omega
  · -- |S| + |T| odd: with `hev`, T is the complement of S, but 2n is even
    have hc : T = Sᶜ := by
      ext b
      rw [Finset.mem_compl]
      have h1 := e S b
      have h2 := e T b
      obtain ⟨k, hk⟩ := hev b
      by_cases hS : b ∈ S <;> by_cases hT : b ∈ T <;>
        simp only [hS, hT, if_true, if_false, iff_true, iff_false, not_true_eq_false,
          not_false_eq_true] at h1 h2 ⊢ <;> omega
    have hcard := Finset.card_add_card_compl S
    rw [← hc, Fintype.card_fin] at hcard
    omega
```

With this $b$, insert $g_b^2=1$ between the strings, exchange $g_b$ with both of them, and use cyclicity of the trace:

$$\begin{aligned}
\mathrm{tr}(G_S^\dagger G_T)&=\mathrm{tr}\big((g_bG_S)^\dagger(g_bG_T)\big)\\
&=-\mathrm{tr}\big((G_Sg_b)^\dagger(G_Tg_b)\big)\\
&=-\mathrm{tr}(g_bG_S^\dagger G_Tg_b)=-\mathrm{tr}(G_S^\dagger G_T).
\end{aligned}$$

Hence $\mathrm{tr}(G_S^\dagger G_T)=d\,\delta_{ST}$. In the proof, `h1` is the insertion, `hsign` the product of the two signs and `h2` the cyclic step; the last line solves $x=-x$.

```lean
/-- Strings of an even number of Majorana operators are trace-orthogonal:
`tr(G_S† G_T) = d δ_ST`. -/
theorem string_orthogonal {g : Fin (2 * n) → Matrix (Fin d) (Fin d) ℂ} (hg : IsMajorana g)
    (S T : Finset (Fin (2 * n))) :
    ((majoranaString g S)ᴴ * majoranaString g T).trace = if S = T then (d : ℂ) else 0 := by
  by_cases hST : S = T
  · subst hST
    rw [string_unitary hg, if_pos rfl, Matrix.trace_one, Fintype.card_fin]
  rw [if_neg hST]
  obtain ⟨b, hb⟩ := exists_opposite_sign hST
  -- insert g_b² = 1 between the two strings
  have h1 : (g b * majoranaString g S)ᴴ * (g b * majoranaString g T)
      = (majoranaString g S)ᴴ * majoranaString g T := by
    calc _ = (majoranaString g S)ᴴ * (g b * g b) * majoranaString g T := by
          rw [Matrix.conjTranspose_mul, (hg.herm b).eq]
          simp only [Matrix.mul_assoc]
      _ = _ := by rw [hg.sq b, Matrix.mul_one]
  -- cyclicity removes g_b from the outside
  have h2 : ((majoranaString g S * g b)ᴴ * (majoranaString g T * g b)).trace
      = ((majoranaString g S)ᴴ * majoranaString g T).trace := by
    rw [Matrix.conjTranspose_mul, (hg.herm b).eq, Matrix.mul_assoc, Matrix.trace_mul_comm]
    simp only [Matrix.mul_assoc, hg.sq b, Matrix.mul_one]
  have hsign : star ((-1 : ℂ) ^ (S.erase b).card) * (-1) ^ (T.erase b).card = -1 := by
    rw [star_pow, star_neg, star_one, ← pow_add, hb.neg_one_pow]
  have h3 := congrArg Matrix.trace h1
  rw [string_exchange hg S b, string_exchange hg T b, Matrix.conjTranspose_smul,
    Matrix.smul_mul, Matrix.mul_smul, smul_smul, hsign, Matrix.trace_smul, h2,
    smul_eq_mul] at h3
  linear_combination (-1 / 2 : ℂ) * h3
```

For three operators, the relations alone do not guarantee orthogonality: the Pauli matrices give $\sigma_x\sigma_y\sigma_z=i$, a multiple of the empty string. Other representations can behave better, since any three out of four Majorana operators inherit orthogonality from the four.

## A nonzero dimension permits the normalised trace

Orthogonality picks out a single coupling:

$$\mathrm{tr}(G_S^\dagger H)=\sum_TJ_T\,\mathrm{tr}(G_S^\dagger G_T)=J_S\,d .$$

```lean
/-- For an even number of Majorana operators, the overlap of `H` with a string reads off its
coupling: `tr(G_S† H) = J_S d`. -/
theorem trace_string_mul_sum {g : Fin (2 * n) → Matrix (Fin d) (Fin d) ℂ} (hg : IsMajorana g)
    (J : Finset (Fin (2 * n)) → ℂ) (S : Finset (Fin (2 * n))) :
    ((majoranaString g S)ᴴ * majoranaSum g J).trace = J S * d := by
  unfold majoranaSum
  rw [Matrix.mul_sum, Matrix.trace_sum]
  simp only [Matrix.mul_smul, Matrix.trace_smul, string_orthogonal hg, smul_eq_mul, mul_ite,
    mul_zero, Finset.sum_ite_eq, Finset.mem_univ, if_true]
```

Expanding $H^\dagger$ then gives

$$\mathrm{tr}(H^\dagger H)=\sum_S\overline{J_S}\,\mathrm{tr}(G_S^\dagger H)=d\sum_S|J_S|^2 ,$$

and division by $d$ completes the derivation. The condition $d>0$ says that there is a state space at all, and `trace_sum_sq` uses it only for this division. At $d=0$ Lean would evaluate the quotient as $0$, and the formula would fail for any nonzero coupling.

In the code, `hH` expands the adjoint and `hJ` identifies $\overline{J_S}J_S$ with $|J_S|^2$. The right-hand side is a real sum regarded as a complex number, so the theorem also says that the normalised trace is real and nonnegative.

```lean
/-- For an even number of Majorana operators and `d > 0`, the normalised trace of `H†H` is the sum
of the squared moduli of the couplings: `tr(H†H)/d = ∑ |J_S|²`. -/
theorem trace_sum_sq {g : Fin (2 * n) → Matrix (Fin d) (Fin d) ℂ} (hg : IsMajorana g)
    (hd : 0 < d) (J : Finset (Fin (2 * n)) → ℂ) :
    ((majoranaSum g J)ᴴ * majoranaSum g J).trace / d = ((∑ S, ‖J S‖ ^ 2 : ℝ) : ℂ) := by
  have hd' : (d : ℂ) ≠ 0 := Nat.cast_ne_zero.mpr hd.ne'
  have hH : (majoranaSum g J)ᴴ = ∑ S, star (J S) • (majoranaString g S)ᴴ := by
    simp only [majoranaSum, Matrix.conjTranspose_sum, Matrix.conjTranspose_smul]
  rw [div_eq_iff hd', hH, Matrix.sum_mul, Matrix.trace_sum, Complex.ofReal_sum, Finset.sum_mul]
  refine Finset.sum_congr rfl fun S _ => ?_
  have hJ : star (J S) * J S = ((‖J S‖ ^ 2 : ℝ) : ℂ) := by
    rw [Complex.ofReal_pow]
    exact Complex.conj_mul' _
  rw [Matrix.smul_mul, Matrix.trace_smul, trace_string_mul_sum hg, smul_eq_mul, ← mul_assoc, hJ]
```

## A Hermitian H turns the formula into a spectral moment

The couplings are arbitrary, so $H$ need not be an observable. If it is Hermitian, $H^\dagger H=H^2$, and $\mathrm{tr}(H^2)/d$ is the mean squared energy over all eigenstates. The proof of `second_moment` replaces $H^\dagger$ by $H$ in the previous theorem.

```lean
/-- For an even number of Majorana operators, `d > 0` and Hermitian `H`, the second spectral moment
is `tr(H²)/d = ∑ |J_S|²`. -/
theorem second_moment {g : Fin (2 * n) → Matrix (Fin d) (Fin d) ℂ} (hg : IsMajorana g)
    (hd : 0 < d) (J : Finset (Fin (2 * n)) → ℂ) (hH : (majoranaSum g J).IsHermitian) :
    (majoranaSum g J * majoranaSum g J).trace / d = ((∑ S, ‖J S‖ ^ 2 : ℝ) : ℂ) := by
  have h := trace_sum_sq hg hd J
  rwa [hH.eq] at h
```

For $H=i\,G_\emptyset$, which is not Hermitian, $\mathrm{tr}(H^2)/d=-1$ while $\sum_S|J_S|^2=1$.

## The relations force d to be at least 2ⁿ

If $\sum_SJ_SG_S=0$, the coefficient formula gives $J_Sd=0$, and $d>0$ gives $J_S=0$ for every $S$. The $4^n$ strings are therefore linearly independent in the $d^2$-dimensional space of matrices. So $4^n\le d^2$, which means $2^n\le d$. In `two_pow_le_dim`, `hli` is the linear independence, and the remaining lines compare dimensions.

```lean
/-- A space of dimension `d > 0` that carries `2n` Majorana operators has `d ≥ 2^n`. -/
theorem two_pow_le_dim {g : Fin (2 * n) → Matrix (Fin d) (Fin d) ℂ} (hg : IsMajorana g)
    (hd : 0 < d) : 2 ^ n ≤ d := by
  -- the 4^n strings are linearly independent in a space of dimension d²
  have hli : LinearIndependent ℂ (majoranaString g) := by
    rw [Fintype.linearIndependent_iff]
    intro J hJ S
    have h := trace_string_mul_sum hg J S
    rw [show majoranaSum g J = 0 from hJ, Matrix.mul_zero, Matrix.trace_zero] at h
    exact (mul_eq_zero.mp h.symm).resolve_right (Nat.cast_ne_zero.mpr hd.ne')
  have h := hli.fintype_card_le_finrank
  rw [Module.finrank_matrix] at h
  simp only [Fintype.card_finset, Fintype.card_fin, Module.finrank_self, mul_one] at h
  rw [two_mul, pow_add] at h
  by_contra hlt
  nlinarith [not_le.mp hlt]
```

## Pauli matrices satisfy the hypotheses and show the odd case

The function `pauli` lists $\sigma_x,\sigma_y,\sigma_z$ under the indices $0,1,2$.

```lean
/-- The three Pauli matrices `σ_x, σ_y, σ_z`. -/
def pauli : Fin 3 → Matrix (Fin 2) (Fin 2) ℂ :=
  ![!![0, 1; 1, 0], !![0, -Complex.I; Complex.I, 0], !![1, 0; 0, -1]]
```

Hermiticity and the anticommutation relations are checked entry by entry.

```lean
/-- The three Pauli matrices are Majorana operators. -/
theorem pauli_isMajorana : IsMajorana pauli where
  herm a := Matrix.IsHermitian.ext fun i j => by
    fin_cases a <;> fin_cases i <;> fin_cases j <;> simp [pauli]
  anti a b := by
    fin_cases a <;> fin_cases b <;> ext i j <;> fin_cases i <;> fin_cases j <;>
      norm_num [pauli, Matrix.mul_apply, Fin.sum_univ_two]
```

Keeping the first two matrices gives the opening example, with $n=1$ and $d=2$. It shows that the hypotheses can be met, here at the smallest dimension that the bound allows.

```lean
/-- The first two Pauli matrices, `σ_x` and `σ_y`, are a pair of Majorana operators. -/
theorem isMajorana_witness : IsMajorana (fun a : Fin 2 => pauli a.castSucc) where
  herm a := pauli_isMajorana.herm a.castSucc
  anti a b := by
    have h := pauli_isMajorana.anti a.castSucc b.castSucc
    simpa only [Fin.castSucc_inj] using h
```

With all three matrices, the full string is $i$ times the identity. Its trace overlap with the empty string is $2i$, or $i$ after division by $d=2$. The sum rule fails with it: $J_\emptyset=1$, $J_{\{0,1,2\}}=i$ and all other couplings zero give $H=0$, although the squared moduli add up to $2$. The theorem `odd_number_fails` records the overlap; this last consequence, like the counter-examples to the other hypotheses, is a short calculation in the prose.

```lean
/-- For the three Pauli matrices the empty string and the full string have trace overlap `2i`. -/
theorem odd_number_fails :
    ((majoranaString pauli ∅)ᴴ * majoranaString pauli Finset.univ).trace = 2 * Complex.I := by
  have h0 : majoranaString pauli ∅ = 1 := by simp [majoranaString]
  have h1 : majoranaString pauli Finset.univ = pauli 0 * (pauli 1 * pauli 2) := by
    have hl : List.finRange 3 = [0, 1, 2] := by decide
    simp [majoranaString, hl]
  rw [h0, h1, Matrix.conjTranspose_one, Matrix.one_mul]
  simp [pauli, Matrix.trace_fin_two, two_mul]

end MajoranaStrings
```

```lean
#print axioms MajoranaStrings.trace_sum_sq
#print axioms MajoranaStrings.second_moment
#print axioms MajoranaStrings.two_pow_le_dim
#print axioms MajoranaStrings.odd_number_fails
```

```
'MajoranaStrings.trace_sum_sq' depends on axioms: [propext, Classical.choice, Quot.sound]
'MajoranaStrings.second_moment' depends on axioms: [propext, Classical.choice, Quot.sound]
'MajoranaStrings.two_pow_le_dim' depends on axioms: [propext, Classical.choice, Quot.sound]
'MajoranaStrings.odd_number_fails' depends on axioms: [propext, Classical.choice, Quot.sound]
```
